# A sum of n cosines with frequencies between 0 and π/h is determined by its samples at 0, h, …, (2n−1)h

Suppose that a short real-time run has been fitted with $n$ cosines, and that the fit reproduces every recorded sample. This alone does not make the fitted frequencies right. A different list of frequencies and amplitudes might pass through the same samples, and the data would then give no reason to prefer one list to the other. The Fourier transform of the run does not settle the matter: its peaks have a width of about $2\pi/T$ for a run of length $T$, so that two close lines appear as one.

For noiseless data there is a simple condition under which no second list exists. Let $h>0$ be the sampling interval, and let two signals each be a sum of $n$ terms $c_j\cos(E_jt)$, with nonzero real $c_j$ and distinct $E_j$ in $(0,\pi/h)$. If they agree at the $2n$ times $0,h,\dots,(2n-1)h$, their sets of pairs $(E_j,c_j)$ are equal. No minimum distance between the frequencies is required.

Signals of this kind occur in linear response. After a weak, instantaneous electric kick to the ground state of a finite-dimensional, undamped model, the time derivative of the induced dipole along the kick is a sum of cosines at the excitation energies (with $\hbar=1$). If this signal is known to contain exactly $n$ lines, all below $\pi/h$, then $2n$ exact samples fix their energies, even where the Fourier transform of the run does not resolve them.

```lean
import Mathlib

open Finset

namespace ShortRunSpectroscopy

noncomputable section
```

## A line spectrum and its time signal

A spectrum consists of a finite set $S$ of real frequencies and an amplitude $a(E)$ for each $E\in S$. Its signal is

$$s_{S,a}(t)=\sum_{E\in S}a(E)\cos(Et).$$

```lean
/-- The time signal of a line spectrum: the sum of `a E * cos (E t)` over the finite set `S`
of frequencies. -/
def signal (S : Finset ℝ) (a : ℝ → ℝ) (t : ℝ) : ℝ :=
  ∑ E ∈ S, a E * Real.cos (E * t)
```

In `signal S a t`, the frequencies form a `Finset ℝ`. A finite set has no repeated elements, so the frequencies are distinct by construction, and degenerate excitations count as one line with their total amplitude. The amplitude is a function `a : ℝ → ℝ` on the whole real line, but only its values on `S` enter the sum.

The definition also fixes the physical idealisation. Every term is an undamped cosine with zero phase at $t=0$, and there is no continuum and no noise.

## Removing lines by combining neighbouring samples

Suppose that the first $N$ samples of a signal vanish: $s_{S,a}(kh)=0$ for $k=0,\dots,N-1$. For a finite set $U$ of frequencies, define

$$F_U(k)=\sum_{E\in S}a(E)\cos(Ekh)\prod_{w\in U}\bigl(\cos(Eh)-\cos(wh)\bigr).$$

The product is zero at every $E\in U$, so it removes those lines from the sum. The claim is that $F_U(k)=0$ whenever $k+|U|<N$.

The proof is by induction on $U$. For $U=\emptyset$ the product is 1, and $F_\emptyset(k)=s_{S,a}(kh)=0$ by assumption.

Now add a frequency $w\notin U$. For $k\ge1$, the product formula for cosines gives

$$2\cos(Ekh)\cos(Eh)=\cos\bigl(E(k+1)h\bigr)+\cos\bigl(E(k-1)h\bigr).$$

For $k=0$ the left side is $2\cos(Eh)=\cos(Eh)+\cos(Eh)$. Put $q=k-1$ if $k\ge1$, and $q=1$ if $k=0$. Both cases then read

$$2\cos(Ekh)\cos(Eh)=\cos\bigl(E(k+1)h\bigr)+\cos(Eqh).$$

Multiplying by $a(E)$ and the product over $U$, and summing over $E$, we find

$$F_{U\cup\{w\}}(k)=\tfrac12\bigl(F_U(k+1)+F_U(q)\bigr)-\cos(wh)\,F_U(k).$$

If $k+|U|+1<N$, the three indices $k+1$, $q$ and $k$ all lie in the range where $F_U$ is already known to vanish, since none of them exceeds $k+1$. Hence $F_{U\cup\{w\}}(k)=0$. Each removed line uses up one sample.

```lean
/-- If the first `N` samples of a signal vanish, its sample at `k h` still vanishes after a
filter that removes the lines in `U`, as long as `k + |U| < N`. -/
theorem filtered_sample_eq_zero {S : Finset ℝ} {a : ℝ → ℝ} {h : ℝ} {N : ℕ}
    (H : ∀ k : ℕ, k < N → signal S a (k * h) = 0) (U : Finset ℝ) :
    ∀ k : ℕ, k + U.card < N →
      ∑ E ∈ S, a E * Real.cos (E * (k * h)) *
        ∏ w ∈ U, (Real.cos (E * h) - Real.cos (w * h)) = 0 := by
  induction U using Finset.induction_on with
  | empty =>
    intro k hk
    have h0 := H k (by simpa using hk)
    simpa only [signal, Finset.prod_empty, mul_one] using h0
  | insert w U hw ih =>
    intro k hk
    rw [Finset.card_insert_of_notMem hw] at hk
    -- a factor cos (E h) averages the two neighbouring samples
    obtain ⟨q, hq, e⟩ : ∃ q : ℕ, q ≤ k + 1 ∧ ∀ E : ℝ,
        Real.cos (E * (k * h)) * Real.cos (E * h) * 2
          = Real.cos (E * ((k + 1 : ℕ) * h)) + Real.cos (E * (q * h)) := by
      cases k with
      | zero =>
        refine ⟨1, le_rfl, fun E => ?_⟩
        simp only [Nat.cast_zero, zero_add, Nat.cast_one, zero_mul, mul_zero, one_mul,
          Real.cos_zero]
        ring
      | succ k =>
        refine ⟨k, by omega, fun E => ?_⟩
        rw [show E * ((k + 1 + 1 : ℕ) * h) = E * ((k + 1 : ℕ) * h) + E * h by push_cast; ring,
          show E * (k * h) = E * ((k + 1 : ℕ) * h) - E * h by push_cast; ring,
          Real.cos_add, Real.cos_sub]
        ring
    let F : ℕ → ℝ := fun j => ∑ E ∈ S, a E * Real.cos (E * (j * h)) *
      ∏ w ∈ U, (Real.cos (E * h) - Real.cos (w * h))
    have hF : ∀ j : ℕ, j + U.card < N → F j = 0 := ih
    calc _ = (F (k + 1) + F q) / 2 - Real.cos (w * h) * F k := by
          simp only [F]
          rw [← Finset.sum_add_distrib, Finset.sum_div, Finset.mul_sum,
            ← Finset.sum_sub_distrib]
          refine Finset.sum_congr rfl fun E _ => ?_
          rw [Finset.prod_insert hw]
          linear_combination
            (a E * (∏ w ∈ U, (Real.cos (E * h) - Real.cos (w * h))) / 2) * e E
      _ = 0 := by
          rw [hF (k + 1) (by omega), hF q (by omega), hF k (by omega)]
          ring
```

The hypothesis `H` says that the first `N` samples are zero, and the conclusion is $F_U(k)=0$ for every `k` with `k + U.card < N`. Neither the sign of $h$ nor the position of the frequencies matters at this stage.

`Finset.induction_on` adds the elements of `U` one at a time. The `obtain` step produces the index `q` and the cosine identity `e`, with the cases $k=0$ and $k\ge1$ treated separately. In the second case Lean writes the index as `k + 1`, so there `q` is the new `k`. The `calc` block is the recursion for $F_{U\cup\{w\}}$: `linear_combination` multiplies `e E` by half the amplitude and the product over `U`, and `omega` checks that the three indices are in range.

## As many silent samples as lines leave no amplitude

Let all frequencies in $S$ lie in $[0,\pi/h]$, and let the signal vanish at the first $N=|S|$ samples. Choose a line $E_0\in S$ and remove all the others, with $U=S\setminus\{E_0\}$. Then $|U|=N-1$, so the previous step applies at $k=0$. Since $\cos 0=1$, it gives

$$0=F_U(0)=\sum_{E\in S}a(E)\prod_{w\in U}\bigl(\cos(Eh)-\cos(wh)\bigr).$$

Every term with $E\ne E_0$ contains the factor with $w=E$, which is zero. What remains is

$$0=a(E_0)\prod_{w\in S\setminus\{E_0\}}\bigl(\cos(E_0h)-\cos(wh)\bigr).$$

The numbers $E_0h$ and $wh$ are different and lie in $[0,\pi]$, where the cosine is injective. No factor of the product is zero, and therefore $a(E_0)=0$. If $E_0$ is the only line, the product is empty and the equation is simply the sample at $t=0$.

```lean
/-- For `h > 0`, a signal with frequencies in `[0, π/h]` that vanishes at as many samples
`0, h, 2h, ...` as it has lines has only zero amplitudes. -/
theorem amplitudes_eq_zero {S : Finset ℝ} {a : ℝ → ℝ} {h : ℝ} (hh : 0 < h)
    (hS : ∀ E ∈ S, E ∈ Set.Icc 0 (Real.pi / h))
    (H : ∀ k : ℕ, k < S.card → signal S a (k * h) = 0) :
    ∀ E ∈ S, a E = 0 := by
  intro E₀ hE₀
  have hwin : ∀ E ∈ S, E * h ∈ Set.Icc 0 Real.pi := fun E hE =>
    ⟨mul_nonneg (hS E hE).1 hh.le, (le_div_iff₀ hh).1 (hS E hE).2⟩
  -- filter out every line except E₀
  have hf := filtered_sample_eq_zero H (S.erase E₀) 0
    (by have := Finset.card_erase_lt_of_mem hE₀; omega)
  simp only [Nat.cast_zero, zero_mul, mul_zero, Real.cos_zero, mul_one] at hf
  rw [Finset.sum_eq_single_of_mem E₀ hE₀ (fun E hE hne => by
    exact mul_eq_zero_of_right _
      (Finset.prod_eq_zero (Finset.mem_erase.2 ⟨hne, hE⟩) (sub_self _)))] at hf
  refine (mul_eq_zero.1 hf).resolve_right (Finset.prod_ne_zero_iff.2 fun w hw hz => ?_)
  obtain ⟨hne, hwS⟩ := Finset.mem_erase.1 hw
  have he := Real.injOn_cos (hwin E₀ hE₀) (hwin w hwS) (sub_eq_zero.1 hz)
  exact hne (mul_right_cancel₀ hh.ne' he).symm
```

The hypothesis `hS` is the frequency window, with `Set.Icc` for the closed interval. Both ends are allowed: a line at $E=0$ is a constant, and a line at $E=\pi/h$ alternates in sign from sample to sample.

In the proof, `hwin` moves the window to $[0,\pi]$ by multiplying with $h$, and `hf` is the filtered equation at $k=0$. `Finset.sum_eq_single_of_mem` reduces the sum to the term $E_0$. The last lines show that the product is nonzero: a zero factor would give $E_0h=wh$ by `Real.injOn_cos`, and division by $h$ would then give $E_0=w$.

## Two signals that agree have the same lines

Take two spectra $(S,a)$ and $(S',a')$ with nonzero amplitudes and all frequencies in $[0,\pi/h]$. Let their signals agree at the first $|S|+|S'|$ samples. On the union $S\cup S'$, define the difference amplitude

$$d(E)=\tilde a(E)-\tilde a'(E),$$

where $\tilde a$ equals $a$ on $S$ and zero elsewhere, and $\tilde a'$ equals $a'$ on $S'$ and zero elsewhere. The signal of $d$ is the difference of the two signals, so it vanishes at the first $|S|+|S'|$ samples. The union has at most that many elements, and the previous step gives $d(E)=0$ for every $E\in S\cup S'$.

A frequency in $S$ but not in $S'$ would have $d(E)=a(E)\neq0$, which is impossible. In the same way, a frequency in $S'$ but not in $S$ would have $d(E)=-a'(E)\ne0$. Hence $S=S'$, and $d(E)=0$ now says that $a(E)=a'(E)$.

```lean
/-- Let `h > 0` and let two signals have nonzero amplitudes and frequencies in `[0, π/h]`.
If they agree at as many samples `0, h, 2h, ...` as they have lines in total, their frequencies
and amplitudes coincide. -/
theorem spectrum_unique {S S' : Finset ℝ} {a a' : ℝ → ℝ} {h : ℝ} (hh : 0 < h)
    (hS : ∀ E ∈ S, E ∈ Set.Icc 0 (Real.pi / h))
    (hS' : ∀ E ∈ S', E ∈ Set.Icc 0 (Real.pi / h))
    (ha : ∀ E ∈ S, a E ≠ 0) (ha' : ∀ E ∈ S', a' E ≠ 0)
    (H : ∀ k : ℕ, k < S.card + S'.card → signal S a (k * h) = signal S' a' (k * h)) :
    S = S' ∧ ∀ E ∈ S, a E = a' E := by
  have key : ∀ (U : Finset ℝ) (b : ℝ → ℝ) (t : ℝ), U ⊆ S ∪ S' →
      ∑ E ∈ S ∪ S', (if E ∈ U then b E else 0) * Real.cos (E * t) = signal U b t := by
    intro U b t hU
    unfold signal
    rw [← Finset.sum_subset hU]
    · exact Finset.sum_congr rfl fun E hE => by rw [if_pos hE]
    · intro E _ hE
      rw [if_neg hE, zero_mul]
  -- the difference signal lives on the union of the two frequency sets
  have hd : ∀ E ∈ S ∪ S', (if E ∈ S then a E else 0) - (if E ∈ S' then a' E else 0) = 0 := by
    refine amplitudes_eq_zero
      (a := fun E => (if E ∈ S then a E else 0) - (if E ∈ S' then a' E else 0)) hh
      (fun E hE => (Finset.mem_union.1 hE).elim (hS E) (hS' E)) fun k hk => ?_
    have hc := Finset.card_union_le S S'
    simp only [signal, sub_mul, Finset.sum_sub_distrib]
    rw [key S a _ Finset.subset_union_left, key S' a' _ Finset.subset_union_right,
      H k (by omega), sub_self]
  have hSS : S = S' := by
    ext E
    constructor
    · intro hE
      by_contra hn
      have h0 := hd E (Finset.mem_union_left _ hE)
      rw [if_pos hE, if_neg hn, sub_zero] at h0
      exact ha E hE h0
    · intro hE
      by_contra hn
      have h0 := hd E (Finset.mem_union_right _ hE)
      rw [if_neg hn, if_pos hE, zero_sub, neg_eq_zero] at h0
      exact ha' E hE h0
  refine ⟨hSS, fun E hE => ?_⟩
  have h0 := hd E (Finset.mem_union_left _ hE)
  rw [if_pos hE, if_pos (hSS ▸ hE)] at h0
  linarith
```

The two spectra may have different numbers of lines; only the total enters the number of samples. The conclusion has two parts, equality of the frequency sets and equality of the amplitudes on them. The conditions `ha` and `ha'` say that every listed line is visible in the signal. A line of zero amplitude could be placed at any frequency without changing a sample, which is the situation of an excitation that the kick does not reach.

In the proof, `key` states that extending an amplitude by zero to the union leaves the signal unchanged. `hd` is the statement $d(E)=0$, obtained from `amplitudes_eq_zero` together with the bound `Finset.card_union_le` on the size of the union. `hSS` contains the two contradictions that give $S=S'$.

## n lines from 2n samples

If both spectra have $n$ lines, then $|S|+|S'|=2n$, and agreement at $0,h,\dots,(2n-1)h$ is enough. The result can then be written as an equality of line lists:

$$\{(E,a(E)):E\in S\}=\{(E,a'(E)):E\in S'\}.$$

For $n=1$ this is easy to see directly. The samples of $c\cos(Et)$ at $0$ and $h$ are $c$ and $c\cos(Eh)$; the first gives the amplitude, and the ratio gives $E$, because $Eh$ lies in $(0,\pi)$. The sample at $t=0$ alone would say nothing about $E$.

```lean
/-- Let `h > 0` and let two signals each have `n` lines with nonzero amplitudes and frequencies
in `(0, π/h)`. If they agree at `0, h, ..., (2n-1)h`, their sets of pairs (frequency, amplitude)
coincide. -/
theorem line_list_unique {S S' : Finset ℝ} {a a' : ℝ → ℝ} {h : ℝ} {n : ℕ} (hh : 0 < h)
    (hn : S.card = n) (hn' : S'.card = n)
    (hS : ∀ E ∈ S, E ∈ Set.Ioo 0 (Real.pi / h))
    (hS' : ∀ E ∈ S', E ∈ Set.Ioo 0 (Real.pi / h))
    (ha : ∀ E ∈ S, a E ≠ 0) (ha' : ∀ E ∈ S', a' E ≠ 0)
    (H : ∀ k : ℕ, k < 2 * n → signal S a (k * h) = signal S' a' (k * h)) :
    S.image (fun E => (E, a E)) = S'.image (fun E => (E, a' E)) := by
  obtain ⟨hSS, he⟩ := spectrum_unique hh (fun E hE => Set.Ioo_subset_Icc_self (hS E hE))
    (fun E hE => Set.Ioo_subset_Icc_self (hS' E hE)) ha ha' (fun k hk => H k (by omega))
  rw [← hSS]
  exact Finset.image_congr fun E hE => by simp only [he E (Finset.mem_coe.1 hE)]
```

`S.image (fun E => (E, a E))` is the set of pairs. `Set.Ioo` is the open interval $(0,\pi/h)$, which is contained in the closed window of `spectrum_unique`, and the proof is an application of that theorem.

The statement is one of uniqueness. It supplies no algorithm for finding the lines and no bound on the effect of errors in the samples. Such errors can be strongly amplified for close lines: to obtain an amplitude with the filter used here, one divides by the differences $\cos(E_0h)-\cos(wh)$, and these become small when $w$ is close to $E_0$.

## A line above π/h can imitate one below it

The sampling interval limits the frequencies that can be told apart. Let $E<\pi/h$ and consider the frequency $2\pi/h-E$, which is larger than $\pi/h$. At the sample times,

$$\cos\Bigl(\bigl(\tfrac{2\pi}{h}-E\bigr)kh\Bigr)=\cos(2\pi k-Ekh)=\cos(Ekh).$$

Two lines of equal amplitude at these frequencies therefore agree at every $kh$, however long the run.

```lean
/-- Aliasing: for `h > 0` and `E < π/h`, the frequency `2π/h - E` lies above `π/h`, and a line
there gives the same samples at all times `k h` as a line of equal amplitude at `E`. -/
theorem aliasing {h E : ℝ} (hh : 0 < h) (hE : E < Real.pi / h) (c : ℝ) :
    Real.pi / h < 2 * Real.pi / h - E ∧
      ∀ k : ℕ, signal {2 * Real.pi / h - E} (fun _ => c) (k * h)
        = signal {E} (fun _ => c) (k * h) := by
  constructor
  · have h2 : 2 * Real.pi / h = Real.pi / h + Real.pi / h := by ring
    linarith
  · intro k
    have h1 : 2 * Real.pi / h * h = 2 * Real.pi := div_mul_cancel₀ _ hh.ne'
    have h2 : (2 * Real.pi / h - E) * (k * h) = k * (2 * Real.pi) - E * (k * h) := by
      linear_combination (k : ℝ) * h1
    simp only [signal, Finset.sum_singleton]
    rw [h2, Real.cos_nat_mul_two_pi_sub]

end

end ShortRunSpectroscopy
```

The first part of the conclusion places the second frequency above $\pi/h$, and the second part is the equality of the samples for all `k`. In the proof, `h2` rewrites the phase as $2\pi k-Ekh$, and `Real.cos_nat_mul_two_pi_sub` removes the full turns.

Uniqueness thus fails as soon as one of the two signals may have a line above $\pi/h$. For a simulation of the finite, undamped kind described above, let $E_{\max}$ be the highest frequency present in the signal. Choosing $h$ below $\pi/E_{\max}$ puts every line inside the window of the theorem. With $h$ above $\pi/E_{\max}$, a high excitation can pass for a lower one in the samples, which matters even if only the low excitations are of interest.

```lean
#print axioms ShortRunSpectroscopy.filtered_sample_eq_zero
#print axioms ShortRunSpectroscopy.line_list_unique
#print axioms ShortRunSpectroscopy.aliasing
```

```
'ShortRunSpectroscopy.filtered_sample_eq_zero' depends on axioms: [propext, Classical.choice, Quot.sound]
'ShortRunSpectroscopy.line_list_unique' depends on axioms: [propext, Classical.choice, Quot.sound]
'ShortRunSpectroscopy.aliasing' depends on axioms: [propext, Classical.choice, Quot.sound]
```
